# One gradient coefficient gives the exact exchange energy of every hydrogenic 1s density

I want to know whether a gradient term can repair the local exchange energy of a hydrogen-like 1s density, taking as the exact value minus the Coulomb repulsion of the electron's charge cloud with itself. The density is ρ = a³ exp(−ar)/(8π) with a > 0, and the functional integrates −Cρ^(4/3) − β|∇ρ|²/ρ^(4/3) over space, where C = (3/2)(3/(4π))^(1/3). I could surely tune β for hydrogen, but would I have to tune it again for He⁺? I also distrust the correction itself: ρ has a cusp at the nucleus, and the denominator decays exponentially. Does the integral even converge?

## The same β for every a, and a convergent integral

The choice to settle first is how to write the self-repulsion. For a spherical density it can be built up shell by shell: the shell at radius r interacts with the charge Q(r) inside it, so each pair of shells is counted once and no factor 1/2 appears. The exact exchange energy of the one electron is then

Eₓ = −∫₀^∞ 4πr² ρ(r) Q(r)/r dr.

The integral of the functional converges, and with this exact energy as the target one positive β serves for all a. You would not have to retune for He⁺.

Energies are in hartree and lengths in bohr. Then a is twice the nuclear charge Z, so hydrogen has a = 2. The constant C belongs to a fully spin-polarized density, as it should for one electron.

**The functional.** Write p = π^(1/3) and k = a/(2p). Then k³ = a³/(8π), so the density is a cube and its fractional powers are plain exponentials:

ρ = (k exp(−ar/3))³

ρ^(4/3) = k⁴ exp(−4ar/3)

Away from the nucleus |∇ρ| = aρ. The cusp is a single point and contributes nothing to a volume integral. Hence

|∇ρ|²/ρ^(4/3) = a²ρ^(2/3) = a²k² exp(−2ar/3).

The numerator decays faster than the denominator, which answers the worry about convergence. With ∫₀^∞ rⁿ exp(−br) dr = n!/b^(n+1) for b > 0, and π = p³,

∫ρ^(4/3) d³r = 4πk⁴ · 2/(4a/3)³ = 27a/(128p)

∫|∇ρ|²/ρ^(4/3) d³r = 4πa²k² · 2/(2a/3)³ = 27pa/4

so the functional has the value

E(β) = −a [27C/(128p) + 27pβ/4].

**The exact energy.** The derivative of −exp(−as)(1 + as + (as)²/2) is (a³/2)s² exp(−as), which is 4πs²ρ(s). The enclosed charge is therefore

Q(r) = 1 − exp(−ar)(1 + ar + (ar)²/2).

Inserting this and integrating term by term gives

Eₓ = −(a³/2) ∫₀^∞ [r exp(−ar) − (r + ar² + a²r³/2) exp(−2ar)] dr

Eₓ = −(a³/2) [1/a² − 1/(4a²) − 1/(4a²) − 3/(16a²)] = −5a/32.

**The comparison.** Both energies are proportional to a. Their difference is

E(β) − Eₓ = (27/4) p a (β₀ − β), with β₀ = 5/(216p) − C/(32p²).

The prefactor is positive, so the energies agree exactly when β = β₀, whatever a is. For the sign of β₀, use a common denominator:

β₀ = (20p − 27C)/(864p²).

This is positive if (3/(4π))^(1/3) < 40p/81. Cubing both sides turns the condition into π² > 1594323/256000 ≈ 6.23, which follows from π > 3. Numerically β₀ ≈ 0.00225.

Here is the Lean 4 development of this calculation.

```lean
import Mathlib

open MeasureTheory Set Real

namespace HydrogenicGradientExchange

noncomputable section

/-- Three-dimensional Euclidean space. -/
abbrev R3 := EuclideanSpace ℝ (Fin 3)

/-- The radial profile `a³ exp(-a r) / (8π)` of a hydrogenic 1s density. -/
def profile (a r : ℝ) : ℝ := a ^ 3 * exp (-(a * r)) / (8 * π)

/-- The hydrogenic density as a function of position in space. -/
def density (a : ℝ) (x : R3) : ℝ := profile a ‖x‖

/-- The constant `C = (3/2) (3/(4π))^(1/3)` of local exchange for a fully polarized density. -/
def exchangeConstant : ℝ := 3 / 2 * (3 / (4 * π)) ^ (1 / 3 : ℝ)

/-- The gradient-corrected exchange energy, the integral over space of
`-C ρ^(4/3) - β |∇ρ|² / ρ^(4/3)`, for a positive density `ρ`. -/
def gradientExchange (β : ℝ) (ρ : R3 → ℝ) : ℝ :=
  ∫ x : R3, (-exchangeConstant * ρ x ^ (4 / 3 : ℝ)
    - β * (‖gradient ρ x‖ ^ 2 / ρ x ^ (4 / 3 : ℝ)))

/-- The charge of a spherical density `n` inside the radius `r ≥ 0`. -/
def enclosedCharge (n : ℝ → ℝ) (r : ℝ) : ℝ := ∫ s in (0 : ℝ)..r, 4 * π * s ^ 2 * n s

/-- The exact exchange energy of one electron with spherical density `n`: minus the Coulomb
self-energy, in which each shell of radius `r > 0` interacts with the charge it encloses. -/
def exactExchange (n : ℝ → ℝ) : ℝ :=
  -∫ r in Ioi (0 : ℝ), 4 * π * r ^ 2 * n r * (enclosedCharge n r / r)

/-- The cube root of `π`. -/
def cbrtPi : ℝ := π ^ (1 / 3 : ℝ)

/-- The gradient coefficient `5/(216 π^(1/3)) - C/(32 π^(2/3))`. -/
def betaExact : ℝ := 5 / (216 * cbrtPi) - exchangeConstant / (32 * cbrtPi ^ 2)

lemma cbrtPi_pos : 0 < cbrtPi := rpow_pos_of_pos pi_pos _

lemma cbrt_cube {y : ℝ} (hy : 0 ≤ y) : (y ^ (1 / 3 : ℝ)) ^ 3 = y := by
  rw [← rpow_natCast, ← rpow_mul hy]
  norm_num

lemma cbrtPi_cube : cbrtPi ^ 3 = π := cbrt_cube pi_pos.le

/-- For `b > 0` the integral of `rⁿ exp(-b r)` over the half-line is `n!/b^(n+1)`. -/
theorem integral_slater (n : ℕ) {b : ℝ} (hb : 0 < b) :
    ∫ r in Ioi (0 : ℝ), r ^ n * exp (-(b * r)) = (Nat.factorial n : ℝ) / b ^ (n + 1) := by
  have h := Real.integral_rpow_mul_exp_neg_mul_Ioi (a := (n : ℝ) + 1) (r := b)
    (by positivity) hb
  rw [Real.Gamma_nat_eq_factorial, add_sub_cancel_right] at h
  simp only [Real.rpow_natCast] at h
  have e : (1 / b) ^ ((n : ℝ) + 1) = (1 / b) ^ (n + 1) := by
    exact_mod_cast Real.rpow_natCast (1 / b) (n + 1)
  rw [h, e, one_div_pow]
  ring

lemma integrable_slater (n : ℕ) {b : ℝ} (hb : 0 < b) :
    Integrable (fun r : ℝ => r ^ n * exp (-(b * r))) (volume.restrict (Ioi 0)) := by
  -- a non-integrable function would have integral zero
  by_contra h
  have h0 := integral_slater n hb
  rw [integral_undef h] at h0
  have : 0 < (Nat.factorial n : ℝ) / b ^ (n + 1) := by positivity
  linarith

/-- The volume integral of a function of the radius is `4π` times its radial integral
with weight `r²`. -/
theorem integral_radial (g : ℝ → ℝ) :
    ∫ x : R3, g ‖x‖ = 4 * π * ∫ r in Ioi (0 : ℝ), r ^ 2 * g r := by
  have hv : volume.real (Metric.ball (0 : R3) 1) = 4 * π / 3 := by
    rw [Measure.real, EuclideanSpace.volume_ball_fin_three, ENNReal.toReal_mul,
      ENNReal.toReal_ofReal (by positivity)]
    simp only [ENNReal.ofReal_one, one_pow, ENNReal.toReal_one, one_mul]
    ring
  rw [integral_fun_norm_addHaar volume g, hv]
  simp only [finrank_euclideanSpace_fin, nsmul_eq_mul, smul_eq_mul, Nat.cast_ofNat,
    show (3 - 1 : ℕ) = 2 from rfl]
  ring

lemma profile_pos {a : ℝ} (ha : 0 < a) (r : ℝ) : 0 < profile a r := by
  unfold profile
  positivity

/-- Away from the nucleus, the gradient of the hydrogenic density with `a > 0` has
length `a ρ`. -/
theorem norm_gradient_density {a : ℝ} (ha : 0 < a) {x : R3} (hx : x ≠ 0) :
    ‖gradient (density a) x‖ = a * density a x := by
  have hd : DifferentiableAt ℝ (fun y : R3 => ‖y‖) x := differentiableAt_id.norm ℝ hx
  have hr : HasDerivAt (profile a) (-(a * profile a ‖x‖)) ‖x‖ := by
    have h1 : HasDerivAt (fun s : ℝ => a * s) a ‖x‖ := by
      simpa using (hasDerivAt_id ‖x‖).const_mul a
    refine ((h1.fun_neg.exp.const_mul (a ^ 3)).div_const (8 * π)).congr_deriv ?_
    unfold profile
    ring
  -- chain rule through the distance from the nucleus
  have hf : fderiv ℝ (density a) x
      = (-(a * profile a ‖x‖)) • fderiv ℝ (fun y : R3 => ‖y‖) x :=
    (hr.comp_hasFDerivAt x hd.hasFDerivAt).fderiv
  rw [gradient, LinearIsometryEquiv.norm_map, hf, norm_smul, norm_fderiv_norm hd, mul_one,
    norm_neg, Real.norm_eq_abs, abs_of_pos (mul_pos ha (profile_pos ha _))]
  rfl

lemma profile_eq_cube (a r : ℝ) :
    profile a r = (a / (2 * cbrtPi) * exp (-(a * r / 3))) ^ 3 := by
  have he : exp (-(a * r / 3)) ^ 3 = exp (-(a * r)) := by
    rw [← Real.exp_nat_mul]
    congr 1
    push_cast
    ring
  rw [mul_pow, he, div_pow, mul_pow, cbrtPi_cube, profile]
  ring

lemma cube_rpow {q : ℝ} (hq : 0 < q) : (q ^ 3) ^ (4 / 3 : ℝ) = q ^ 4 := by
  rw [← rpow_natCast q 3, ← rpow_mul hq.le, ← rpow_natCast q 4]
  norm_num

/-- For `a > 0` the gradient-corrected exchange energy of the hydrogenic density is
`-a (27 C/(128 π^(1/3)) + 27 π^(1/3) β/4)`. -/
theorem gradientExchange_density {a : ℝ} (ha : 0 < a) (β : ℝ) :
    gradientExchange β (density a)
      = -a * (27 * exchangeConstant / (128 * cbrtPi) + 27 * cbrtPi * β / 4) := by
  have hp := cbrtPi_pos
  set k := a / (2 * cbrtPi) with hk
  have hk0 : 0 < k := by positivity
  let g : ℝ → ℝ := fun r => -exchangeConstant * k ^ 4 * exp (-(4 * a / 3 * r))
    - β * a ^ 2 * k ^ 2 * exp (-(2 * a / 3 * r))
  have hne : ∀ᵐ x : R3, x ≠ 0 := compl_mem_ae_iff.mpr (measure_singleton 0)
  -- both terms of the energy density are pure exponentials
  have h1 : gradientExchange β (density a) = ∫ x : R3, g ‖x‖ := by
    refine integral_congr_ae ?_
    filter_upwards [hne] with x hx
    have hq : 0 < k * exp (-(a * ‖x‖ / 3)) := by positivity
    have e4 : exp (-(a * ‖x‖ / 3)) ^ 4 = exp (-(4 * a / 3 * ‖x‖)) := by
      rw [← Real.exp_nat_mul]
      congr 1
      push_cast
      ring
    have e2 : exp (-(a * ‖x‖ / 3)) ^ 2 = exp (-(2 * a / 3 * ‖x‖)) := by
      rw [← Real.exp_nat_mul]
      congr 1
      push_cast
      ring
    have hdiv : ∀ q : ℝ, 0 < q → (a * q ^ 3) ^ 2 / q ^ 4 = a ^ 2 * q ^ 2 := by
      intro q h
      rw [div_eq_iff (by positivity)]
      ring
    rw [norm_gradient_density ha hx, density, profile_eq_cube, ← hk, cube_rpow hq,
      hdiv _ hq, mul_pow, mul_pow, e4, e2]
    ring
  have h2 : ∫ r in Ioi (0 : ℝ), r ^ 2 * g r
      = ∫ r in Ioi (0 : ℝ), ((-exchangeConstant * k ^ 4) * (r ^ 2 * exp (-(4 * a / 3 * r)))
        - (β * a ^ 2 * k ^ 2) * (r ^ 2 * exp (-(2 * a / 3 * r)))) := by
    congr 1
    ext r
    simp only [g]
    ring
  have b4 : 0 < 4 * a / 3 := by positivity
  have b2 : 0 < 2 * a / 3 := by positivity
  rw [h1, integral_radial, h2, integral_sub ((integrable_slater 2 b4).const_mul _)
    ((integrable_slater 2 b2).const_mul _), integral_const_mul, integral_const_mul,
    integral_slater 2 b4, integral_slater 2 b2, hk, ← cbrtPi_cube]
  norm_num [Nat.factorial]
  field_simp
  ring

/-- The hydrogenic density holds the charge `1 - exp(-a r)(1 + a r + (a r)²/2)` inside the
radius `r`. -/
theorem enclosedCharge_profile (a r : ℝ) :
    enclosedCharge (profile a) r
      = 1 - exp (-(a * r)) * (1 + a * r + (a * r) ^ 2 / 2) := by
  have hF : ∀ s : ℝ, HasDerivAt
      (fun s : ℝ => -(exp (-(a * s)) * (1 + a * s + (a * s) ^ 2 / 2)))
      (4 * π * s ^ 2 * profile a s) s := by
    intro s
    have h1 : HasDerivAt (fun s : ℝ => a * s) a s := by
      simpa using (hasDerivAt_id s).const_mul a
    refine ((h1.fun_neg.exp.fun_mul
      ((h1.const_add 1).fun_add ((h1.fun_pow 2).div_const 2))).fun_neg).congr_deriv ?_
    have := pi_ne_zero
    unfold profile
    field_simp
    ring
  have hc : Continuous (fun s : ℝ => 4 * π * s ^ 2 * profile a s) := by
    unfold profile
    fun_prop
  rw [enclosedCharge, intervalIntegral.integral_eq_sub_of_hasDerivAt (fun s _ => hF s)
    (hc.intervalIntegrable 0 r)]
  simp only [mul_zero, neg_zero, Real.exp_zero]
  ring

/-- For `a > 0` the exact exchange energy of the hydrogenic density is `-5a/32`. -/
theorem exactExchange_profile {a : ℝ} (ha : 0 < a) :
    exactExchange (profile a) = -(5 * a / 32) := by
  have b2 : 0 < 2 * a := by positivity
  have h : ∫ r in Ioi (0 : ℝ), 4 * π * r ^ 2 * profile a r * (enclosedCharge (profile a) r / r)
      = ∫ r in Ioi (0 : ℝ), ((a ^ 3 / 2) * (r ^ 1 * exp (-(a * r)))
        - ((a ^ 3 / 2) * (r ^ 1 * exp (-(2 * a * r)))
          + ((a ^ 4 / 2) * (r ^ 2 * exp (-(2 * a * r)))
            + (a ^ 5 / 4) * (r ^ 3 * exp (-(2 * a * r)))))) := by
    refine setIntegral_congr_fun measurableSet_Ioi ?_
    intro r hr
    have hr0 : r ≠ 0 := ne_of_gt hr
    have he : exp (-(2 * a * r)) = exp (-(a * r)) ^ 2 := by
      rw [← Real.exp_nat_mul]
      congr 1
      push_cast
      ring
    have := pi_ne_zero
    simp only [enclosedCharge_profile, he, profile]
    generalize exp (-(a * r)) = E
    field_simp
    ring
  have i1 := (integrable_slater 1 ha).const_mul (a ^ 3 / 2)
  have i2 := (integrable_slater 1 b2).const_mul (a ^ 3 / 2)
  have i3 := (integrable_slater 2 b2).const_mul (a ^ 4 / 2)
  have i4 := (integrable_slater 3 b2).const_mul (a ^ 5 / 4)
  have i34 : Integrable (fun r : ℝ => (a ^ 4 / 2) * (r ^ 2 * exp (-(2 * a * r)))
      + (a ^ 5 / 4) * (r ^ 3 * exp (-(2 * a * r)))) (volume.restrict (Ioi 0)) := i3.add i4
  have i234 : Integrable (fun r : ℝ => (a ^ 3 / 2) * (r ^ 1 * exp (-(2 * a * r)))
      + ((a ^ 4 / 2) * (r ^ 2 * exp (-(2 * a * r)))
        + (a ^ 5 / 4) * (r ^ 3 * exp (-(2 * a * r))))) (volume.restrict (Ioi 0)) := i2.add i34
  rw [exactExchange, h, integral_sub i1 i234, integral_add i2 i34, integral_add i3 i4]
  simp only [integral_const_mul]
  rw [integral_slater 1 ha, integral_slater 1 b2, integral_slater 2 b2, integral_slater 3 b2]
  norm_num [Nat.factorial]
  field_simp
  ring

/-- The gradient coefficient `betaExact` is positive. -/
theorem betaExact_pos : 0 < betaExact := by
  have hp := cbrtPi_pos
  have hc : (3 / (4 * π)) ^ (1 / 3 : ℝ) < 40 * cbrtPi / 81 := by
    -- compare the cubes and use π > 3
    refine lt_of_pow_lt_pow_left₀ 3 (by positivity) ?_
    rw [cbrt_cube (by positivity), div_pow, mul_pow, cbrtPi_cube,
      div_lt_iff₀ (by positivity)]
    nlinarith [pi_gt_three]
  have hC : 27 * exchangeConstant < 20 * cbrtPi := by
    unfold exchangeConstant
    linarith
  have e : betaExact = (20 * cbrtPi - 27 * exchangeConstant) / (864 * cbrtPi ^ 2) := by
    unfold betaExact
    field_simp
    ring
  rw [e]
  exact div_pos (by linarith) (by positivity)

/-- For `a > 0` the gradient-corrected exchange energy of the hydrogenic density deviates from
the exact one by `(27/4) π^(1/3) a (betaExact - β)`. -/
theorem exchange_error {a : ℝ} (ha : 0 < a) (β : ℝ) :
    gradientExchange β (density a) - exactExchange (profile a)
      = 27 / 4 * cbrtPi * a * (betaExact - β) := by
  have hp := cbrtPi_pos
  rw [gradientExchange_density ha, exactExchange_profile ha, betaExact]
  field_simp
  ring

/-- The coefficient `betaExact` is positive, and for every `a > 0` the exact exchange energy of
the hydrogenic density is `-5a/32` and the gradient-corrected functional reproduces it
if and only if `β = betaExact`. -/
theorem gradientExchange_exact_iff :
    0 < betaExact ∧ ∀ a : ℝ, 0 < a →
      exactExchange (profile a) = -(5 * a / 32) ∧
      ∀ β : ℝ, gradientExchange β (density a) = exactExchange (profile a) ↔ β = betaExact := by
  refine ⟨betaExact_pos, fun a ha => ⟨exactExchange_profile ha, fun β => ?_⟩⟩
  have hk : 27 / 4 * cbrtPi * a ≠ 0 := by
    have := cbrtPi_pos
    positivity
  rw [← sub_eq_zero, exchange_error ha, mul_eq_zero, or_iff_right hk, sub_eq_zero]
  exact eq_comm

end

end HydrogenicGradientExchange
```

```lean
#print axioms HydrogenicGradientExchange.gradientExchange_exact_iff
```

```
'HydrogenicGradientExchange.gradientExchange_exact_iff' depends on axioms: [propext, Classical.choice, Quot.sound]
```

**What the theorem says.** In words, `gradientExchange_exact_iff` states that `betaExact` is positive and that, for every real a > 0, two things hold: the exact exchange energy is −5a/32, and for every real β the functional equals that energy if and only if β is `betaExact`. A single value of a therefore already fixes β, and all values fix the same one.

The Lean objects correspond to the physics as follows:

- `R3` is three-dimensional Euclidean space. `profile a` is the density as a function of radius, and `density a` is the same density as a function of position.
- `gradientExchange` is the volume integral, with Mathlib's gradient in it. A positive β lowers the energy, because the minus sign is written in the integrand.
- `enclosedCharge` is Q(r), and `exactExchange` is the shell integral for Eₓ.
- `exchangeConstant`, `cbrtPi` and `betaExact` are C, p and β₀.

The step from this model to the usual definition is Newton's shell theorem, which turns the double integral −½∬ρ(r)ρ(r′)/|r − r′| into the shell formula. Here the shell formula is the definition, while its value −5a/32 is derived.

**How the proof is built.** `integral_slater` obtains the factorial formula from Mathlib's Gamma integral. `integrable_slater` then gets integrability by contradiction: Lean assigns the value zero to the integral of a non-integrable function, and n!/b^(n+1) is positive. `integral_radial` reduces a volume integral to 4π times a radial one, using the volume 4π/3 of the unit ball.

`norm_gradient_density` is the identity |∇ρ| = aρ, proved by the chain rule through the distance from the nucleus, whose gradient has length one. `profile_eq_cube` and `cube_rpow` carry out the trick with the cube. In `gradientExchange_density` the step `filter_upwards [hne]` sets the nucleus aside as a null set; the integrand is then rewritten as two exponentials, and `field_simp` and `ring` collect the constants.

`enclosedCharge_profile` applies the fundamental theorem of calculus to the antiderivative above. `exactExchange_profile` splits the shell integral into the four terms you see in the derivation and evaluates each with `integral_slater`.

`betaExact_pos` compares cubes and closes the inequality with `nlinarith` from π > 3. `exchange_error` is the difference formula, and the main theorem reads off its zero: a product with a nonzero prefactor vanishes only if β₀ − β does.

**The diffuse limit.** As a → 0 the electron spreads out and the absolute error vanishes for every β, so a small error there says little about the coefficient. The relative error is more telling, because a cancels:

(E(β) − Eₓ)/|Eₓ| = (216/5) p (β₀ − β).

At β = 0, which is local exchange alone, this is about 0.14. The local functional misses about 14% of the exchange energy for every member of the family, however compact or diffuse.

**Where this bears on electronic structure.** In a one-electron system exchange has to cancel the Hartree self-repulsion, and for this one-parameter family of 1s densities a single gradient coefficient achieves that cancellation in the total energy. The agreement concerns energies evaluated on these given densities. It does not carry over to the exchange potential: with β = β₀ the gradient term's contribution to the potential grows exponentially far from the nucleus, so the functional as it stands is unsuitable for a self-consistent calculation. Nor should β₀ be read as the gradient coefficient of a slowly varying electron gas: it is fixed by the exponential shape of the density, and a density of another shape may call for another value.
